# Second-order error bounds for the Maclaurin and corrected pole-skipping trapezoid rules in a Kramers–Kronig integral

I have an absorption spectrum $\operatorname{Im}\chi$ on a uniform frequency grid of spacing $h$ and want $\operatorname{Re}\chi(\omega_0)$ at a grid point. With $x=\omega-\omega_0$ and $f(x)=\operatorname{Im}\chi(\omega_0+x)$, I need the principal value $I$ of $\int_{-L}^{L}f(x)/x\,dx$; the window contributes $I/\pi$ to $\operatorname{Re}\chi(\omega_0)$. The integrand is singular at a node. I can sum over the odd nodes only, with weight $2h$ (Maclaurin), or use the trapezoid rule and skip the pole. How large are the errors for a smooth spectrum, and can the bounds be proved and machine-checked?

## Subtracting the pole leaves an ordinary integral

Yes, if $f(x)=c+x\,g(x)$ with $|g''|\le K$ and $L=2Nh$. Here $c=f(0)$ and $g(0)=f'(0)$; narrow spectral lines make $K$ large.

Cut out $(-\varepsilon,\varepsilon)$. The $c/x$ parts give $c\ln(\varepsilon/L)+c\ln(L/\varepsilon)=0$. The missing piece of $\int g$ is at most $2\varepsilon\max|g|$, so $I=\int_{-L}^{L}g\,dx$.

On a panel $[a,b]$ of width $w$ and midpoint $m$, a convex $\varphi$ satisfies
$$\varphi(m)\le\tfrac12[\varphi(x)+\varphi(a+b-x)]\le\tfrac12[\varphi(a)+\varphi(b)].$$
Integrating gives $w\varphi(m)\le\int_a^b\varphi\,dx\le\tfrac w2[\varphi(a)+\varphi(b)]$. Take $\varphi=\pm g+Kx^2/2$, which is convex. For $x^2$ the midpoint rule is low by $w^3/12$ and the trapezoid rule high by $w^3/6$, so for $g$ the errors are at most $Kw^3/24$ and $Kw^3/12$.

In mirror pairs $c$ cancels: $f(x)/x+f(-x)/(-x)=g(x)+g(-x)$. The Maclaurin sum is therefore the midpoint rule for $g$ on $2N$ panels of width $2h$, with error at most $2N\cdot K(2h)^3/24=KLh^2/3$. The skipping sum $T$ is the trapezoid rule on $4N$ panels of width $h$ without its central term $h\,g(0)$, so
$$|T-I+h\,g(0)|\le 4N\cdot Kh^3/12=KLh^2/6.$$

For $N=1$ the Maclaurin sum is just $2[f(h)-f(-h)]$, with error at most $2Kh^3/3$.

In code, add $h f'(0)$ to $T$; the central difference $[f(h)-f(-h)]/2$ supplies it up to $Kh^3/2$.

## What the Lean statements assume

`HasPrincipalValue f L I` is the symmetric-cut limit. `CurvatureBounded g K L` asks for continuity on $[-L,L]$ and two derivatives inside, with $|g''|\le K$. `skippedTrapezoid f h (2 * N)` is $T$, with half weight at the ends.

The main theorem, `kramersKronig_quadrature`, concerns numerical integration; it does not derive the Kramers–Kronig relations from causality. It bears on computing dispersion from absorption for a smooth, noise-free spectrum on a finite window centred on the pole, and the tails beyond $\pm L$ need separate treatment.

```lean
import Mathlib

open Set Filter Topology MeasureTheory

namespace KramersKronigQuadrature

noncomputable section

/-- `I` is the principal value of the integral of `f(x)/x` over `[-L, L]`: the limit of the
integral with the window `(-ε, ε)` around the pole removed. -/
def HasPrincipalValue (f : ℝ → ℝ) (L I : ℝ) : Prop :=
  Tendsto (fun ε => (∫ x in (-L)..(-ε), f x / x) + ∫ x in ε..L, f x / x) (𝓝[>] 0) (𝓝 I)

/-- `g` is continuous on `[-L, L]` and twice differentiable inside, with `|g''| ≤ K`. -/
def CurvatureBounded (g : ℝ → ℝ) (K L : ℝ) : Prop :=
  ContinuousOn g (Icc (-L) L) ∧ ∃ g' g'' : ℝ → ℝ, ∀ x ∈ Ioo (-L) L,
    HasDerivAt g (g' x) x ∧ HasDerivAt g' (g'' x) x ∧ |g'' x| ≤ K

/-- The integrand `f(x)/x` summed over the mirror nodes `x` and `-x`, for `x ≠ 0`. -/
def mirrorPair (f : ℝ → ℝ) (x : ℝ) : ℝ := f x / x + f (-x) / (-x)

/-- Maclaurin sum: the nodes `±h, ±3h, …, ±(2N-1)h`, each with weight `2h` (`h ≠ 0`). -/
def maclaurinSum (f : ℝ → ℝ) (h : ℝ) (N : ℕ) : ℝ :=
  ∑ k ∈ Finset.range N, 2 * h * mirrorPair f ((2 * k + 1) * h)

/-- Pole-skipping trapezoid: the nodes `±h, …, ±Mh` with weight `h`, the two end nodes
with weight `h/2` (`h ≠ 0`, `M ≥ 1`). -/
def skippedTrapezoid (f : ℝ → ℝ) (h : ℝ) (M : ℕ) : ℝ :=
  ∑ k ∈ Finset.range M, h * mirrorPair f ((k + 1) * h) - h / 2 * mirrorPair f (M * h)

variable {f g : ℝ → ℝ} {a b c h K L : ℝ}

/-- If `f(x) = c + x g(x)` with `g` continuous on `[-L, L]`, `L > 0`, the principal value of
the integral of `f(x)/x` is the ordinary integral of `g`. -/
theorem principalValue_eq_integral (hL : 0 < L) (hg : ContinuousOn g (Icc (-L) L))
    (hf : ∀ x ∈ Icc (-L) L, f x = c + x * g x) :
    HasPrincipalValue f L (∫ x in (-L)..L, g x) := by
  obtain ⟨B, hB⟩ := isCompact_Icc.exists_bound_of_continuousOn hg
  have hint : ∀ a b, a ∈ Icc (-L) L → b ∈ Icc (-L) L → IntervalIntegrable g volume a b :=
    fun a b ha hb => (hg.mono (uIcc_subset_Icc ha hb)).intervalIntegrable
  -- away from the pole the integrand is c/x + g
  have split : ∀ a b, a ∈ Icc (-L) L → b ∈ Icc (-L) L → (0 : ℝ) ∉ uIcc a b →
      ∫ x in a..b, f x / x = c * (∫ x in a..b, x⁻¹) + ∫ x in a..b, g x := by
    intro a b ha hb h0
    have hne : ∀ x ∈ uIcc a b, x ≠ 0 := fun x hx h => h0 (h ▸ hx)
    have hinv : IntervalIntegrable (fun x : ℝ => x⁻¹) volume a b :=
      ContinuousOn.intervalIntegrable
        (fun x hx => (continuousAt_inv₀ (hne x hx)).continuousWithinAt)
    have e : ∫ x in a..b, f x / x = ∫ x in a..b, (c * x⁻¹ + g x) := by
      refine intervalIntegral.integral_congr (fun x hx => ?_)
      show f x / x = c * x⁻¹ + g x
      rw [hf x (uIcc_subset_Icc ha hb hx), add_div, mul_div_cancel_left₀ _ (hne x hx),
        div_eq_mul_inv]
    rw [e, intervalIntegral.integral_add (hinv.const_mul c) (hint a b ha hb),
      intervalIntegral.integral_const_mul]
  have hlim : Tendsto (fun ε : ℝ => B * (2 * ε)) (𝓝[>] 0) (𝓝 0) :=
    ((by fun_prop : Continuous fun ε : ℝ => B * (2 * ε)).tendsto' 0 0 (by simp)).mono_left
      nhdsWithin_le_nhds
  rw [HasPrincipalValue, tendsto_iff_norm_sub_tendsto_zero]
  refine squeeze_zero' (Eventually.of_forall fun _ => norm_nonneg _) ?_ hlim
  filter_upwards [Ioo_mem_nhdsGT hL] with ε hε
  obtain ⟨h0, h1⟩ := hε
  have m1 : -L ∈ Icc (-L) L := ⟨by linarith, by linarith⟩
  have m2 : -ε ∈ Icc (-L) L := ⟨by linarith, by linarith⟩
  have m3 : ε ∈ Icc (-L) L := ⟨by linarith, by linarith⟩
  have m4 : L ∈ Icc (-L) L := ⟨by linarith, by linarith⟩
  have z1 : (0 : ℝ) ∉ uIcc (-L) (-ε) := by
    rw [uIcc_of_le (by linarith)]
    intro h
    linarith [h.2]
  have z2 : (0 : ℝ) ∉ uIcc ε L := by
    rw [uIcc_of_le h1.le]
    intro h
    linarith [h.1]
  have s1 := intervalIntegral.integral_add_adjacent_intervals (hint _ _ m1 m2) (hint _ _ m2 m3)
  have s2 := intervalIntegral.integral_add_adjacent_intervals (hint _ _ m1 m3) (hint _ _ m3 m4)
  -- the two logarithms cancel
  have key : (∫ x in (-L)..(-ε), f x / x) + (∫ x in ε..L, f x / x) - ∫ x in (-L)..L, g x
      = -∫ x in (-ε)..ε, g x := by
    rw [split _ _ m1 m2 z1, split _ _ m3 m4 z2,
      integral_inv_of_neg (by linarith) (by linarith), integral_inv_of_pos h0 hL,
      neg_div_neg_eq, Real.log_div h0.ne' hL.ne', Real.log_div hL.ne' h0.ne']
    linarith
  rw [key, norm_neg]
  have hb : ‖∫ x in (-ε)..ε, g x‖ ≤ B * |ε - -ε| := by
    refine intervalIntegral.norm_integral_le_of_norm_le_const (fun x hx => hB x ?_)
    rw [uIoc_of_le (by linarith)] at hx
    exact ⟨by linarith [hx.1], by linarith [hx.2]⟩
  rwa [show ε - -ε = 2 * ε by ring, abs_of_pos (by linarith)] at hb

/-- Hermite-Hadamard inequality: for a continuous convex function on `[a, b]`, `a < b`, the midpoint
rule gives at most the integral and the trapezoid rule at least the integral. -/
theorem hermite_hadamard {φ : ℝ → ℝ} (hab : a < b) (hc : ContinuousOn φ (Icc a b))
    (hφ : ConvexOn ℝ (Icc a b) φ) :
    (b - a) * φ ((a + b) / 2) ≤ (∫ x in a..b, φ x) ∧
      (∫ x in a..b, φ x) ≤ (b - a) * ((φ a + φ b) / 2) := by
  have hmem : ∀ x ∈ Icc a b, a + b - x ∈ Icc a b :=
    fun x hx => ⟨by linarith [hx.2], by linarith [hx.1]⟩
  have hi : IntervalIntegrable φ volume a b := hc.intervalIntegrable_of_Icc hab.le
  have hr : IntervalIntegrable (fun x => φ (a + b - x)) volume a b :=
    ContinuousOn.intervalIntegrable_of_Icc hab.le
      (ContinuousOn.comp (g := φ) (f := fun x => a + b - x) hc (by fun_prop) hmem)
  -- average the integrand with its mirror image
  have hsum : ∫ x in a..b, (φ x + φ (a + b - x)) = 2 * ∫ x in a..b, φ x := by
    rw [intervalIntegral.integral_add hi hr, intervalIntegral.integral_comp_sub_left φ (a + b),
      add_sub_cancel_right, add_sub_cancel_left]
    ring
  have h1 : ∫ x in a..b, (2 * φ ((a + b) / 2)) ≤ ∫ x in a..b, (φ x + φ (a + b - x)) := by
    refine intervalIntegral.integral_mono_on hab.le (continuous_const.intervalIntegrable _ _)
      (hi.add hr) (fun x hx => ?_)
    have := hφ.2 hx (hmem x hx) (by norm_num : (0 : ℝ) ≤ 1 / 2)
      (by norm_num : (0 : ℝ) ≤ 1 / 2) (by norm_num)
    simp only [smul_eq_mul] at this
    rw [show 1 / 2 * x + 1 / 2 * (a + b - x) = (a + b) / 2 by ring] at this
    linarith
  have h2 : ∫ x in a..b, (φ x + φ (a + b - x)) ≤ ∫ x in a..b, (φ a + φ b) := by
    refine intervalIntegral.integral_mono_on hab.le (hi.add hr)
      (continuous_const.intervalIntegrable _ _) (fun x hx => ?_)
    have hd : 0 < b - a := by linarith
    obtain ⟨t, ht⟩ : ∃ t, t = (x - a) / (b - a) := ⟨_, rfl⟩
    have t0 : 0 ≤ t := ht ▸ div_nonneg (by linarith [hx.1]) hd.le
    have t1 : 0 ≤ 1 - t := by
      have : t ≤ 1 := by rw [ht, div_le_one hd]; linarith [hx.2]
      linarith
    have e : t * (b - a) = x - a := by rw [ht, div_mul_cancel₀ _ hd.ne']
    have p := hφ.2 (left_mem_Icc.2 hab.le) (right_mem_Icc.2 hab.le) t1 t0 (by ring)
    have q := hφ.2 (left_mem_Icc.2 hab.le) (right_mem_Icc.2 hab.le) t0 t1 (by ring)
    simp only [smul_eq_mul] at p q
    rw [show (1 - t) * a + t * b = x by linarith] at p
    rw [show t * a + (1 - t) * b = a + b - x by linarith] at q
    linarith
  rw [intervalIntegral.integral_const, smul_eq_mul, hsum] at h1
  rw [intervalIntegral.integral_const, smul_eq_mul, hsum] at h2
  constructor <;> linarith

/-- On one panel `[a, b]` inside `[-L, L]`, with `|g''| ≤ K`, the midpoint rule errs by at most
`K(b-a)³/24` and the trapezoid rule by at most `K(b-a)³/12`. -/
theorem panel_error (hg : CurvatureBounded g K L) (ha : -L ≤ a) (hab : a < b) (hb : b ≤ L) :
    |(b - a) * g ((a + b) / 2) - ∫ x in a..b, g x| ≤ K * (b - a) ^ 3 / 24 ∧
      |(b - a) * ((g a + g b) / 2) - ∫ x in a..b, g x| ≤ K * (b - a) ^ 3 / 12 := by
  obtain ⟨hc, g', g'', hd⟩ := hg
  have hc' : ContinuousOn g (Icc a b) := hc.mono (Icc_subset_Icc ha hb)
  have hsq : ∫ x in a..b, x * x = (b ^ 3 - a ^ 3) / 3 := by
    simp only [← pow_two]
    rw [integral_pow]
    norm_num
  -- both g and -g become convex once the parabola K x²/2 is added
  have key : ∀ s : ℝ, (s = 1 ∨ s = -1) →
      (b - a) * (s * g ((a + b) / 2) + K / 2 * ((a + b) / 2 * ((a + b) / 2)))
        ≤ s * (∫ x in a..b, g x) + K / 2 * ((b ^ 3 - a ^ 3) / 3) ∧
      s * (∫ x in a..b, g x) + K / 2 * ((b ^ 3 - a ^ 3) / 3)
        ≤ (b - a) * ((s * g a + K / 2 * (a * a) + (s * g b + K / 2 * (b * b))) / 2) := by
    intro s hs
    have hcont : ContinuousOn (fun x => s * g x + K / 2 * (x * x)) (Icc a b) :=
      (continuousOn_const.mul hc').add (by fun_prop)
    have hconv : ConvexOn ℝ (Icc a b) (fun x => s * g x + K / 2 * (x * x)) := by
      have hin : ∀ x ∈ interior (Icc a b), x ∈ Ioo (-L) L := by
        intro x hx
        rw [interior_Icc] at hx
        exact ⟨by linarith [hx.1], by linarith [hx.2]⟩
      refine convexOn_of_hasDerivWithinAt2_nonneg (convex_Icc a b)
        (f' := fun x => s * g' x + K * x) (f'' := fun x => s * g'' x + K) hcont
        (fun x hx => ?_) (fun x hx => ?_) (fun x hx => ?_)
      · exact ((((hd x (hin x hx)).1.const_mul s).fun_add
          (((hasDerivAt_id' x).fun_mul (hasDerivAt_id' x)).const_mul (K / 2))).congr_deriv
          (by ring)).hasDerivWithinAt
      · exact ((((hd x (hin x hx)).2.1.const_mul s).fun_add
          ((hasDerivAt_id' x).const_mul K)).congr_deriv (by ring)).hasDerivWithinAt
      · have := abs_le.1 (hd x (hin x hx)).2.2
        show 0 ≤ s * g'' x + K
        rcases hs with rfl | rfl <;> linarith [this.1, this.2]
    have hI : ∫ x in a..b, (s * g x + K / 2 * (x * x))
        = s * (∫ x in a..b, g x) + K / 2 * ((b ^ 3 - a ^ 3) / 3) := by
      rw [intervalIntegral.integral_add
        ((hc'.intervalIntegrable_of_Icc hab.le).const_mul s)
        ((by fun_prop : Continuous fun x : ℝ => K / 2 * (x * x)).intervalIntegrable _ _),
        intervalIntegral.integral_const_mul, intervalIntegral.integral_const_mul, hsq]
    rw [← hI]
    exact hermite_hadamard hab hcont hconv
  obtain ⟨p1, p2⟩ := key 1 (Or.inl rfl)
  obtain ⟨q1, q2⟩ := key (-1) (Or.inr rfl)
  constructor <;> rw [abs_le] <;> constructor <;> linarith

/-- For two mirror panels `[a, b]` and `[-b, -a]` with `0 ≤ a < b ≤ L` and `|g''| ≤ K`, the
midpoint and trapezoid errors are at most `K(b-a)³/12` and `K(b-a)³/6`. -/
theorem mirror_panel_error (hg : CurvatureBounded g K L) (ha : 0 ≤ a) (hab : a < b)
    (hb : b ≤ L) :
    |(b - a) * (g ((a + b) / 2) + g (-((a + b) / 2)))
        - ((∫ x in (-b)..b, g x) - ∫ x in (-a)..a, g x)| ≤ K * (b - a) ^ 3 / 12 ∧
      |(b - a) / 2 * (g a + g (-a) + (g b + g (-b)))
        - ((∫ x in (-b)..b, g x) - ∫ x in (-a)..a, g x)| ≤ K * (b - a) ^ 3 / 6 := by
  obtain ⟨p1, p2⟩ := panel_error hg (by linarith) hab hb
  obtain ⟨q1, q2⟩ := panel_error hg (by linarith : -L ≤ -b) (neg_lt_neg hab) (by linarith)
  rw [show (-b + -a) / 2 = -((a + b) / 2) by ring] at q1
  have hint : ∀ u v, u ∈ Icc (-L) L → v ∈ Icc (-L) L → IntervalIntegrable g volume u v :=
    fun u v hu hv => (hg.1.mono (uIcc_subset_Icc hu hv)).intervalIntegrable
  have m1 : -b ∈ Icc (-L) L := ⟨by linarith, by linarith⟩
  have m2 : -a ∈ Icc (-L) L := ⟨by linarith, by linarith⟩
  have m3 : a ∈ Icc (-L) L := ⟨by linarith, by linarith⟩
  have m4 : b ∈ Icc (-L) L := ⟨by linarith, by linarith⟩
  have s1 := intervalIntegral.integral_add_adjacent_intervals (hint _ _ m1 m2) (hint _ _ m2 m3)
  have s2 := intervalIntegral.integral_add_adjacent_intervals (hint _ _ m1 m3) (hint _ _ m3 m4)
  rw [abs_le] at p1 p2 q1 q2
  constructor <;> rw [abs_le] <;> constructor <;>
    linarith [p1.1, p1.2, p2.1, p2.2, q1.1, q1.2, q2.1, q2.2]

/-- If `f(x) = c + x g(x)` on `[-L, L]`, the singular part `c/x` cancels between the mirror
nodes `x` and `-x`, for `0 < x ≤ L`. -/
theorem mirrorPair_eq (hf : ∀ x ∈ Icc (-L) L, f x = c + x * g x) {x : ℝ} (hx : 0 < x)
    (hxL : x ≤ L) : mirrorPair f x = g x + g (-x) := by
  rw [mirrorPair, hf x ⟨by linarith, hxL⟩, hf (-x) ⟨by linarith, by linarith⟩, add_div, add_div,
    mul_div_cancel_left₀ _ hx.ne', mul_div_cancel_left₀ _ (neg_ne_zero.mpr hx.ne'), div_neg]
  ring

/-- Let `f(x) = c + x g(x)` on `[-L, L]` with `|g''| ≤ K` and `L = 2Nh`, `h > 0`, `N > 0`.
The principal value `I` of the integral of `f(x)/x` is the integral of `g`; the Maclaurin sum
errs by at most `K L h²/3`, and the pole-skipping trapezoid, corrected by `h g(0)`, by at most
`K L h²/6`. -/
theorem kramersKronig_quadrature {N : ℕ} {I : ℝ} (hg : CurvatureBounded g K L)
    (hf : ∀ x ∈ Icc (-L) L, f x = c + x * g x) (hh : 0 < h) (hN : 0 < N)
    (hL : L = 2 * N * h) (hI : HasPrincipalValue f L I) :
    I = (∫ x in (-L)..L, g x) ∧ |maclaurinSum f h N - I| ≤ K * L * h ^ 2 / 3 ∧
      |skippedTrapezoid f h (2 * N) - I + h * g 0| ≤ K * L * h ^ 2 / 6 := by
  have hN' : (0 : ℝ) < N := Nat.cast_pos.mpr hN
  have hL0 : 0 < L := by rw [hL]; positivity
  have hIg := tendsto_nhds_unique hI (principalValue_eq_integral hL0 hg.1 hf)
  -- add mirror panels of width 2h, outwards from the pole
  have mid : ∀ n : ℕ, 2 * (n : ℝ) * h ≤ L →
      |maclaurinSum f h n - ∫ x in (-(2 * (n : ℝ) * h))..(2 * (n : ℝ) * h), g x|
        ≤ n * (2 * K * h ^ 3 / 3) := by
    intro n
    induction n with
    | zero => intro _; simp [maclaurinSum]
    | succ n ih =>
      intro hn
      push_cast at hn ⊢
      have n0 : 0 ≤ (n : ℝ) * h := by positivity
      have i := ih (by linarith)
      have p := (mirror_panel_error hg (by linarith : 0 ≤ 2 * (n : ℝ) * h)
        (by linarith : 2 * (n : ℝ) * h < 2 * ((n : ℝ) + 1) * h) hn).1
      rw [show (2 * (n : ℝ) * h + 2 * ((n : ℝ) + 1) * h) / 2 = (2 * n + 1) * h by ring,
        ← mirrorPair_eq hf (by positivity) (by linarith)] at p
      rw [maclaurinSum, Finset.sum_range_succ, ← maclaurinSum]
      rw [abs_le] at i p ⊢
      constructor <;> linarith [i.1, i.2, p.1, p.2]
  -- the same with panels of width h; the first pair of panels contains the skipped node
  have trap : ∀ n : ℕ, ((n : ℝ) + 1) * h ≤ L →
      |skippedTrapezoid f h (n + 1) + h * g 0
        - ∫ x in (-(((n : ℝ) + 1) * h))..(((n : ℝ) + 1) * h), g x|
        ≤ (n + 1) * (K * h ^ 3 / 6) := by
    intro n
    induction n with
    | zero =>
      intro hn
      simp only [Nat.cast_zero, zero_add, one_mul] at hn ⊢
      have p := (mirror_panel_error hg le_rfl hh hn).2
      simp only [neg_zero, intervalIntegral.integral_same, sub_zero] at p
      rw [← mirrorPair_eq hf hh hn] at p
      simp only [skippedTrapezoid, Finset.sum_range_one, Nat.cast_zero, Nat.cast_one, zero_add,
        one_mul]
      rw [abs_le] at p ⊢
      constructor <;> linarith [p.1, p.2]
    | succ n ih =>
      intro hn
      push_cast at hn ⊢
      have n0 : 0 ≤ (n : ℝ) * h := by positivity
      have i := ih (by linarith)
      have p := (mirror_panel_error hg (by linarith : 0 ≤ ((n : ℝ) + 1) * h)
        (by linarith : ((n : ℝ) + 1) * h < ((n : ℝ) + 1 + 1) * h) hn).2
      rw [← mirrorPair_eq hf (by positivity) (by linarith),
        ← mirrorPair_eq hf (by positivity) hn] at p
      simp only [skippedTrapezoid, Finset.sum_range_succ, Nat.cast_add, Nat.cast_one] at i ⊢
      rw [abs_le] at i p ⊢
      constructor <;> linarith [i.1, i.2, p.1, p.2]
  refine ⟨hIg, ?_, ?_⟩
  · have m := mid N hL.ge
    rw [← hL, ← hIg] at m
    refine m.trans (le_of_eq ?_)
    rw [hL]
    ring
  · obtain ⟨n, hn⟩ : ∃ n, 2 * N = n + 1 := ⟨2 * N - 1, by omega⟩
    have hc : (n : ℝ) + 1 = 2 * N := by exact_mod_cast hn.symm
    have t := trap n (by rw [hc, hL])
    rw [hc, ← hL, ← hIg, ← hn] at t
    rw [show skippedTrapezoid f h (2 * N) - I + h * g 0
      = skippedTrapezoid f h (2 * N) + h * g 0 - I by ring]
    refine t.trans (le_of_eq ?_)
    rw [hL]
    ring

/-- Under the conditions of `kramersKronig_quadrature` the uncorrected pole-skipping trapezoid
misses the principal value by at least `h |g(0)| - K L h²/6`. -/
theorem skippedTrapezoid_first_order {N : ℕ} {I : ℝ} (hg : CurvatureBounded g K L)
    (hf : ∀ x ∈ Icc (-L) L, f x = c + x * g x) (hh : 0 < h) (hN : 0 < N)
    (hL : L = 2 * N * h) (hI : HasPrincipalValue f L I) :
    h * |g 0| - K * L * h ^ 2 / 6 ≤ |skippedTrapezoid f h (2 * N) - I| := by
  have t := (kramersKronig_quadrature hg hf hh hN hL hI).2.2
  have e := abs_sub (skippedTrapezoid f h (2 * N) - I + h * g 0)
    (skippedTrapezoid f h (2 * N) - I)
  rw [add_sub_cancel_left, abs_mul, abs_of_pos hh] at e
  linarith

/-- For `f(x) = x³`, that is `g(x) = x²` with `g'' = 2`, and `L = 2Nh`, the Maclaurin sum equals the
integral of `g` from `-L` to `L` minus `K L h²/3`, and the pole-skipping trapezoid equals it plus
`K L h²/6`, with `K = 2`. For `h > 0` and `N > 0` both error bounds of `kramersKronig_quadrature`
are therefore attained. -/
theorem cubic_attains_bounds (h : ℝ) (N : ℕ) :
    maclaurinSum (fun x => x ^ 3) h N
        = (∫ x in (-(2 * N * h))..(2 * N * h), x ^ 2) - 2 * (2 * N * h) * h ^ 2 / 3 ∧
      skippedTrapezoid (fun x => x ^ 3) h (2 * N)
        = (∫ x in (-(2 * N * h))..(2 * N * h), x ^ 2) + 2 * (2 * N * h) * h ^ 2 / 6 := by
  have hp : ∀ x : ℝ, mirrorPair (fun x => x ^ 3) x = 2 * x ^ 2 := by
    intro x
    have h1 : ∀ y : ℝ, y ^ 3 / y = y ^ 2 := by
      intro y
      rcases eq_or_ne y 0 with rfl | hy
      · norm_num
      · rw [div_eq_iff hy]
        ring
    simp only [mirrorPair, h1]
    ring
  have s1 : ∀ n : ℕ, ∑ k ∈ Finset.range n, 2 * h * (2 * ((2 * (k : ℝ) + 1) * h) ^ 2)
      = 4 * h ^ 3 * (n * (4 * n ^ 2 - 1)) / 3 := by
    intro n
    induction n with
    | zero => simp
    | succ n ih => rw [Finset.sum_range_succ, ih]; push_cast; ring
  have s2 : ∀ n : ℕ, ∑ k ∈ Finset.range n, h * (2 * (((k : ℝ) + 1) * h) ^ 2)
      = h ^ 3 * (n * (n + 1) * (2 * n + 1)) / 3 := by
    intro n
    induction n with
    | zero => simp
    | succ n ih => rw [Finset.sum_range_succ, ih]; push_cast; ring
  simp only [maclaurinSum, skippedTrapezoid, hp, s1, s2, integral_pow]
  constructor <;> push_cast <;> ring

end

end KramersKronigQuadrature
```

## From one panel to the whole grid

`principalValue_eq_integral` cancels the logarithms and squeezes the remainder to zero. `hermite_hadamard` averages $\varphi$ with its mirror image, and `panel_error` applies it with both signs `s` of $g$. `mirror_panel_error` adds two opposite panels, while `mirrorPair_eq` removes $c$.

In the main theorem, the inductions `mid` and `trap` add such pairs outwards from the pole; the first step of `trap` brings in $h\,g(0)$.

By the triangle inequality, `skippedTrapezoid_first_order` shows that the uncorrected $T$ misses $I$ by at least $h|g(0)|-KLh^2/6$, a first-order error when $g(0)\neq0$. `cubic_attains_bounds` evaluates both sums for $f=x^3$, where both bounds are equalities with $K=2$.

```lean
#print axioms KramersKronigQuadrature.skippedTrapezoid_first_order
#print axioms KramersKronigQuadrature.cubic_attains_bounds
```

```
'KramersKronigQuadrature.skippedTrapezoid_first_order' depends on axioms: [propext, Classical.choice, Quot.sound]
'KramersKronigQuadrature.cubic_attains_bounds' depends on axioms: [propext, Classical.choice, Quot.sound]
```
